# Bond order and central population of the Hückel three-centre four-electron bond against terminal electronegativity

Three equal atoms sharing four electrons in a linear Hückel bond have one electron on the central atom and a Coulson bond order of \(\sqrt2/2\approx0.707\) to each neighbour. If these figures are kept in the same model when the terminal atoms are more electronegative, the charges go wrong sooner than the bond orders. When the terminal Coulomb parameter is raised by one unit of the resonance integral, the central population drops from 1 to \(2/3\), while the bond order only falls to \(2/3\). The formulas below give both quantities for every value of that parameter, within a non-interacting, one-parameter version of the Rundle–Pimentel model of hypervalent bonding.

```lean
import Mathlib

open Matrix

namespace RundlePimentel

noncomputable section
```

The file loads the mathematical library Mathlib and opens its matrix notation. In what follows, `⬝ᵥ` is the dot product of two vectors and `*ᵥ` is a matrix acting on a vector.

```lean
/-- Hückel matrix of a symmetric three-centre bond in units of the resonance integral;
`x` is the Coulomb parameter of the terminal atoms relative to the central one. -/
def hamiltonian (x : ℝ) : Matrix (Fin 3) (Fin 3) ℝ :=
  !![x, 1, 0; 1, 0, 1; 0, 1, x]
```

Lean counts from zero, so atoms 0 and 2 are terminal and atom 1 is central. The matrix is

\[
h=\begin{pmatrix}x&1&0\\1&0&1\\0&1&x\end{pmatrix}.
\]

The physical Hamiltonian is \(\alpha+\beta h\), where \(\alpha\) is the Coulomb integral of the central atom and \(\beta<0\) is the resonance integral. Since \(\beta\) is negative, the largest eigenvalues of \(h\) are the most stable levels, and positive \(x\) means terminal atoms more electronegative than the central one. The model has one orbital per atom, no overlap, no direct coupling between the terminal atoms, no electron repulsion, and a resonance integral that does not change with \(x\).

```lean
/-- The quantity `√(x² + 8)`. -/
def splitting (x : ℝ) : ℝ := √(x ^ 2 + 8)
```

Write \(s=\sqrt{x^2+8}\) for `splitting x`. It is the gap between the highest and the lowest eigenvalue of \(h\).

```lean
/-- Orthonormal molecular orbitals `u k` with eigenvalues `e k`, numbered so that
orbital 2 has the least eigenvalue. -/
structure IsOrbitalSet (x : ℝ) (u : Fin 3 → Fin 3 → ℝ) (e : Fin 3 → ℝ) : Prop where
  ortho : ∀ k l, u k ⬝ᵥ u l = if k = l then 1 else 0
  eigen : ∀ k, hamiltonian x *ᵥ u k = e k • u k
  least : ∀ k, e 2 ≤ e k
```

`IsOrbitalSet x u e` is a bundle of three hypotheses. The number `u k i` is the real amplitude \(u_{k,i}\) of orbital \(k\) on atom \(i\), and `e k` is its eigenvalue \(e_k\). The orbitals are orthonormal, they are eigenvectors of \(h\), and orbital 2 has the least eigenvalue, which makes it the least stable. Signs are left free, and so is the order of orbitals 0 and 1.

```lean
/-- Density matrix of four electrons: twice the projector onto orbitals 0 and 1. -/
def density (u : Fin 3 → Fin 3 → ℝ) : Matrix (Fin 3) (Fin 3) ℝ :=
  Matrix.of fun i j => 2 * (u 0 i * u 0 j + u 1 i * u 1 j)
```

Four electrons fill orbitals 0 and 1 twice each, so

\[
P_{ij}=2\,(u_{0,i}u_{0,j}+u_{1,i}u_{1,j}).
\]

The diagonal entries are atomic populations. The entry \(P_{01}\) is the Coulson bond order between a terminal atom and the centre. Its square is the Wiberg bond index, which equals the familiar value \(1/2\) for three equal atoms.

```lean
variable {x y : ℝ} {u v : Fin 3 → Fin 3 → ℝ} {e f : Fin 3 → ℝ}

private lemma splitting_pos (x : ℝ) : 0 < splitting x :=
  Real.sqrt_pos.mpr (by positivity)
```

The `variable` line declares symbols for the later statements. The lemma records that \(s>0\), because \(x^2+8>0\).

```lean
private lemma splitting_sq (x : ℝ) : splitting x ^ 2 = x ^ 2 + 8 :=
  Real.sq_sqrt (by positivity)
```

This is \(s^2=x^2+8\), the identity that drives most of the algebra below.

```lean
/-- Three orthonormal orbitals on three centres are complete. -/
theorem completeness (h : IsOrbitalSet x u e) (i j : Fin 3) :
    ∑ k, u k i * u k j = if i = j then 1 else 0 := by
  have h1 : Matrix.of u * (Matrix.of u)ᵀ = 1 := by
    ext k l
    rw [Matrix.one_apply]
    exact h.ortho k l
  have h3 : (Matrix.of u)ᵀ * Matrix.of u = 1 := mul_eq_one_comm.mp h1
  have h2 : ((Matrix.of u)ᵀ * Matrix.of u) i j = (1 : Matrix (Fin 3) (Fin 3) ℝ) i j := by
    rw [h3]
  rw [Matrix.mul_apply, Matrix.one_apply] at h2
  exact h2
```

The theorem states the completeness relation \(\sum_k u_{k,i}u_{k,j}=\delta_{ij}\). Put the orbitals into the rows of a matrix \(U\). Orthonormality says \(UU^{T}=1\). For a square matrix a one-sided inverse is two-sided, so \(U^{T}U=1\), and its entries are the claim. The step from one product to the other is `mul_eq_one_comm`.

```lean
private lemma secular (h : IsOrbitalSet x u e) (k : Fin 3) :
    x * u k 0 + u k 1 = e k * u k 0 ∧ u k 0 + u k 2 = e k * u k 1 ∧
      u k 1 + x * u k 2 = e k * u k 2 := by
  have h0 := congrFun (h.eigen k) 0
  have h1 := congrFun (h.eigen k) 1
  have h2 := congrFun (h.eigen k) 2
  simp [hamiltonian, Matrix.mulVec, dotProduct, Fin.sum_univ_three] at h0 h1 h2
  exact ⟨by linarith, by linarith, by linarith⟩
```

Written out by component, the eigenvalue equation for orbital \(k\) is

\[
xu_{k,0}+u_{k,1}=e_ku_{k,0},\qquad u_{k,0}+u_{k,2}=e_ku_{k,1},\qquad u_{k,1}+xu_{k,2}=e_ku_{k,2}.
\]

```lean
/-- The least eigenvalue is `(x - √(x² + 8))/2`, and its orbital has equal amplitudes on
the two terminal atoms. -/
theorem lowest_level (h : IsOrbitalSet x u e) :
    e 2 = (x - splitting x) / 2 ∧ u 2 2 = u 2 0 := by
  have hs := splitting_pos x
  have hs2 := splitting_sq x
  have hsx : 0 < splitting x + x := by
    by_contra hc
    nlinarith
  -- some level equals that of the trial vector (1, μ - x, 1), by completeness
  have hex : ∃ k, e k = (x - splitting x) / 2 := by
    by_contra hc
    push Not at hc
    have hz : ∀ k, u k 0 + ((x - splitting x) / 2 - x) * u k 1 + u k 2 = 0 := by
      intro k
      obtain ⟨h0, h1, h2⟩ := secular h k
      refine (mul_eq_zero.mp ?_).resolve_left (sub_ne_zero.mpr (hc k))
      linear_combination -h0 - ((x - splitting x) / 2 - x) * h1 - h2 - u k 1 / 4 * hs2
    have c0 := completeness h 0 0
    have c1 := completeness h 0 1
    have c2 := completeness h 0 2
    rw [if_pos rfl, Fin.sum_univ_three] at c0
    rw [if_neg (by decide), Fin.sum_univ_three] at c1 c2
    have : (1 : ℝ) = 0 := by
      linear_combination u 0 0 * hz 0 + u 1 0 * hz 1 + u 2 0 * hz 2 - c0
        - ((x - splitting x) / 2 - x) * c1 - c2
    exact one_ne_zero this
  obtain ⟨k, hk⟩ := hex
  have hle : e 2 ≤ (x - splitting x) / 2 := hk ▸ h.least k
  obtain ⟨h0, h1, h2⟩ := secular h 2
  have hne : e 2 - x ≠ 0 := by
    intro hc
    linarith
  have hsym : u 2 2 = u 2 0 := by
    apply mul_left_cancel₀ hne
    linear_combination h0 - h2
  refine ⟨?_, hsym⟩
  have hn := h.ortho 2 2
  rw [if_pos rfl, dotProduct, Fin.sum_univ_three] at hn
  have hb : u 2 1 = (e 2 - x) * u 2 0 := by linear_combination h0
  have ha : u 2 0 ≠ 0 := by
    intro hc
    rw [hsym, hb, hc] at hn
    norm_num at hn
  -- the symmetric orbitals obey a quadratic secular equation
  have hq : (e 2 - (x - splitting x) / 2) * (e 2 - (x + splitting x) / 2) = 0 := by
    apply mul_left_cancel₀ ha
    rw [hsym, hb] at h1
    linear_combination -h1 - u 2 0 / 4 * hs2
  rcases mul_eq_zero.mp hq with h3 | h3 <;> linarith
```

The theorem identifies the empty orbital's level as \(\mu=(x-s)/2\) and shows that its terminal amplitudes are equal.

First, \(\mu\) is one of the levels. Since \(\mu(\mu-x)=(s^2-x^2)/4=2\), the vector \(w=(1,\mu-x,1)\) satisfies \(hw=(\mu,2,\mu)=\mu w\). As \(h\) is symmetric, \((e_k-\mu)\,(w\cdot u_k)=0\) for each \(k\). If no level equalled \(\mu\), then \(w\) would be orthogonal to every orbital, and completeness would give

\[
1=w_0=\sum_k u_{k,0}\,(w\cdot u_k)=0 .
\]

In the code, `hz` is the orthogonality and the contradiction is the line `(1 : ℝ) = 0`. Hence some \(e_k=\mu\), and the least level obeys \(e_2\le\mu\).

Next, \(s>|x|\) gives \(\mu-x=-(x+s)/2<0\), so \(e_2<x\). Subtracting the two outer secular equations gives \((e_2-x)(u_{2,0}-u_{2,2})=0\), and therefore \(u_{2,2}=u_{2,0}\).

Finally, the first equation gives \(u_{2,1}=(e_2-x)u_{2,0}\). The amplitude \(u_{2,0}\) is not zero, or the whole normalised orbital would vanish. Dividing the middle equation by it leaves

\[
e_2^2-xe_2-2=\Bigl(e_2-\tfrac{x-s}{2}\Bigr)\Bigl(e_2-\tfrac{x+s}{2}\Bigr)=0 .
\]

The larger root exceeds \(\mu\), so \(e_2=\mu\). The tactic `linear_combination` appears throughout: it checks that an equation is the stated combination of known equations.

```lean
/-- The density matrix of the three-centre four-electron bond, for every terminal
Coulomb parameter `x`. -/
theorem density_eq (h : IsOrbitalSet x u e) :
    density u =
      !![3 / 2 + x / (2 * splitting x), 2 / splitting x, x / (2 * splitting x) - 1 / 2;
         2 / splitting x, 1 - x / splitting x, 2 / splitting x;
         x / (2 * splitting x) - 1 / 2, 2 / splitting x, 3 / 2 + x / (2 * splitting x)] := by
  have hs := splitting_pos x
  have hs0 := hs.ne'
  have hs2 := splitting_sq x
  obtain ⟨he, hc⟩ := lowest_level h
  have hb : u 2 1 = -(x + splitting x) / 2 * u 2 0 := by
    have h0 := (secular h 2).1
    rw [he] at h0
    linear_combination h0
  have hn := h.ortho 2 2
  rw [if_pos rfl, dotProduct, Fin.sum_univ_three, hc, hb] at hn
  have hN : u 2 0 ^ 2 * (splitting x * (splitting x + x) / 2) = 1 := by
    linear_combination hn + u 2 0 ^ 2 / 4 * hs2
  -- products of amplitudes in the empty orbital
  have A : u 2 0 * u 2 0 = (splitting x - x) / (4 * splitting x) := by
    rw [eq_div_iff (by positivity)]
    linear_combination (splitting x - x) * hN - u 2 0 ^ 2 * splitting x / 2 * hs2
  have B : u 2 0 * u 2 1 = -1 / splitting x := by
    rw [eq_div_iff hs0, hb]
    linear_combination -hN
  have C : u 2 1 * u 2 1 = (x + splitting x) / (2 * splitting x) := by
    rw [eq_div_iff (by positivity), hb]
    linear_combination (x + splitting x) * hN
  -- the occupied projector is the complement of the empty one
  have diag : ∀ i, density u i i = 2 * (1 - u 2 i * u 2 i) := by
    intro i
    have := completeness h i i
    rw [if_pos rfl, Fin.sum_univ_three] at this
    simp only [density, Matrix.of_apply]
    linear_combination 2 * this
  have off : ∀ i j, i ≠ j → density u i j = -2 * (u 2 i * u 2 j) := by
    intro i j hij
    have := completeness h i j
    rw [if_neg hij, Fin.sum_univ_three] at this
    simp only [density, Matrix.of_apply]
    linear_combination 2 * this
  have tt : 2 * (1 - u 2 0 * u 2 0) = 3 / 2 + x / (2 * splitting x) := by
    rw [A]; field_simp; ring
  have tc : -2 * (u 2 0 * u 2 1) = 2 / splitting x := by
    rw [B]; ring
  have t3 : -2 * (u 2 0 * u 2 0) = x / (2 * splitting x) - 1 / 2 := by
    rw [A]; field_simp; ring
  have cc : 2 * (1 - u 2 1 * u 2 1) = 1 - x / splitting x := by
    rw [C]; field_simp; ring
  ext i j
  fin_cases i <;> fin_cases j
  · exact (diag 0).trans tt
  · exact (off 0 1 (by decide)).trans tc
  · exact (off 0 2 (by decide)).trans (by rw [hc]; exact t3)
  · exact (off 1 0 (by decide)).trans (by rw [mul_comm (u 2 1)]; exact tc)
  · exact (diag 1).trans cc
  · exact (off 1 2 (by decide)).trans (by rw [hc, mul_comm (u 2 1)]; exact tc)
  · exact (off 2 0 (by decide)).trans (by rw [hc]; exact t3)
  · exact (off 2 1 (by decide)).trans (by rw [hc]; exact tc)
  · exact (diag 2).trans (by rw [hc]; exact tt)
```

This is the full density matrix:

\[
P=\begin{pmatrix}
\frac32+\frac{x}{2s}&\frac2s&\frac{x}{2s}-\frac12\\[2pt]
\frac2s&1-\frac xs&\frac2s\\[2pt]
\frac{x}{2s}-\frac12&\frac2s&\frac32+\frac{x}{2s}
\end{pmatrix}.
\]

It is easiest to reach through the empty orbital. Write \(a=u_{2,0}=u_{2,2}\) and \(b=u_{2,1}=-\tfrac12(x+s)a\). Normalisation reads

\[
1=2a^2+b^2=a^2\Bigl(2+\frac{(x+s)^2}{4}\Bigr)=a^2\,\frac{s(s+x)}{2},
\]

where the last step uses \(x^2+8=s^2\). Since \((s+x)(s-x)=8\), the three products of amplitudes are

\[
a^2=\frac{s-x}{4s},\qquad ab=-\frac1s,\qquad b^2=\frac{s+x}{2s}.
\]

These are `A`, `B` and `C` in the code. Completeness turns the sum over filled orbitals into \(P_{ij}=2(\delta_{ij}-u_{2,i}u_{2,j})\), which the code splits into `diag` and `off`. Substitution gives

\[
P_{00}=2-2a^2,\qquad P_{01}=-2ab,\qquad P_{02}=-2a^2,\qquad P_{11}=2-2b^2,
\]

and these are the entries displayed above. The command `fin_cases` then goes through all nine positions. Only the products \(u_{2,i}u_{2,j}\) enter, so the sign of the empty orbital has no effect.

```lean
/-- Bond order between a terminal and the central atom, and population of the central atom. -/
theorem bond_order_and_population (h : IsOrbitalSet x u e) :
    density u 0 1 = 2 / √(x ^ 2 + 8) ∧ density u 1 1 = 1 - x / √(x ^ 2 + 8) := by
  rw [density_eq h]
  exact ⟨rfl, rfl⟩
```

Two entries are read off:

\[
P_{01}=\frac{2}{\sqrt{x^2+8}},\qquad P_{11}=1-\frac{x}{\sqrt{x^2+8}} .
\]

With atoms numbered from one, these are \(P_{12}\) and \(P_{22}\). The proof ends in `rfl`, which means that both sides agree once the definitions are unfolded.

```lean
/-- The bond order is at most `√2/2`, and reaches this value exactly when all three atoms
have the same Coulomb parameter. -/
theorem bond_order_le (h : IsOrbitalSet x u e) :
    density u 0 1 ≤ √2 / 2 ∧ (density u 0 1 = √2 / 2 ↔ x = 0) := by
  have hs := splitting_pos x
  have hs2 := splitting_sq x
  have hr : 0 < √(2 : ℝ) := by positivity
  have hr2 : √(2 : ℝ) ^ 2 = 2 := Real.sq_sqrt (by norm_num)
  have hp : (√2 * splitting x) ^ 2 = 2 * x ^ 2 + 16 := by
    rw [mul_pow, hr2, hs2]; ring
  have hpos := mul_pos hr hs
  have hP : density u 0 1 = 2 / splitting x := (bond_order_and_population h).1
  rw [hP, div_le_div_iff₀ hs two_pos, div_eq_div_iff hs.ne' two_ne_zero]
  refine ⟨by nlinarith [sq_nonneg x], fun h4 => ?_, fun hx => ?_⟩
  · rw [← h4] at hp
    exact pow_eq_zero_iff two_ne_zero |>.mp (by linarith)
  · rw [hx] at hp hpos ⊢
    nlinarith
```

The bond order never exceeds \(\sqrt2/2\), and it equals that value only at \(x=0\). Clearing denominators turns \(2/s\le\sqrt2/2\) into \(4\le\sqrt2\,s\). Both sides are positive, so this is equivalent to \(16\le2x^2+16\), which always holds and is an equality exactly when \(x=0\). A difference in electronegativity of either sign therefore weakens the bond order in this model.

```lean
/-- The central population falls strictly as the terminal Coulomb parameter rises. -/
theorem central_population_decreases (h : IsOrbitalSet x u e) (h' : IsOrbitalSet y v f)
    (hxy : x < y) : density v 1 1 < density u 1 1 := by
  have hs := splitting_pos x
  have ht := splitting_pos y
  have hP : density u 1 1 = 1 - x / splitting x := (bond_order_and_population h).2
  have hQ : density v 1 1 = 1 - y / splitting y := (bond_order_and_population h').2
  have e1 : (y * splitting x) * (y * splitting x) = y ^ 2 * (x ^ 2 + 8) := by
    rw [← splitting_sq x]; ring
  have e2 : (x * splitting y) * (x * splitting y) = x ^ 2 * (y ^ 2 + 8) := by
    rw [← splitting_sq y]; ring
  have key : x / splitting x < y / splitting y := by
    rw [div_lt_div_iff₀ hs ht]
    by_contra hc
    have hc' := not_lt.mp hc
    rcases le_or_gt 0 x with hx | hx
    · have := mul_self_le_mul_self (mul_nonneg (hx.trans hxy.le) hs.le) hc'
      nlinarith
    · rcases le_or_gt y 0 with hy | hy
      · have h1 : 0 ≤ -(x * splitting y) := by nlinarith
        have := mul_self_le_mul_self h1 (neg_le_neg hc')
        nlinarith
      · nlinarith [mul_pos hy hs, mul_pos (neg_pos.mpr hx) ht]
  rw [hP, hQ]
  linarith
```

Here two orbital sets are compared, one for \(x\) and one for \(y\), with \(x<y\). The central population is strictly smaller for \(y\): more electronegative terminal atoms draw charge away from the centre.

With calculus, this follows from \(\frac{d}{dx}\frac xs=\frac{8}{s^3}>0\). The file compares squares. Let \(s_x\) and \(s_y\) be the two square roots, and suppose that \(ys_x\le xs_y\), contrary to what is wanted.

- If \(0\le x<y\), squaring gives \(y^2(x^2+8)\le x^2(y^2+8)\), hence \(y^2\le x^2\), which is false.
- If \(x<y\le0\), both sides are non-positive. Squaring their negatives gives \(x^2\le y^2\), which is again false.
- If \(x<0<y\), the left side is positive and the right side negative.

So \(x/s_x<y/s_y\), and subtracting from 1 reverses the order. The tactic `nlinarith` closes each case by searching for suitable products of the known inequalities.

```lean
/-- Bond order and central population are tied by a relation free of `x`. -/
theorem bond_order_population_relation (h : IsOrbitalSet x u e) :
    2 * density u 0 1 ^ 2 = density u 1 1 * (2 - density u 1 1) := by
  have hP : density u 0 1 = 2 / splitting x := (bond_order_and_population h).1
  have hQ : density u 1 1 = 1 - x / splitting x := (bond_order_and_population h).2
  have hi : splitting x * (splitting x)⁻¹ = 1 := mul_inv_cancel₀ (splitting_pos x).ne'
  rw [hP, hQ, div_eq_mul_inv, div_eq_mul_inv]
  generalize (splitting x)⁻¹ = i at hi ⊢
  linear_combination (splitting x * i + 1) * hi - i ^ 2 * splitting_sq x
```

Eliminating \(x\) ties the two observables together:

\[
2P_{01}^2=\frac{8}{s^2}=1-\frac{x^2}{s^2}=\Bigl(1-\frac xs\Bigr)\Bigl(1+\frac xs\Bigr)=P_{11}(2-P_{11}).
\]

Within the model, the central population alone therefore fixes the bond order. The code writes \(i\) for \(1/s\) and checks the same identity as a polynomial, using \(s\,i=1\) and \(s^2=x^2+8\).

```lean
/-- An explicit orbital set for three atoms with equal Coulomb parameters. -/
theorem isOrbitalSet_witness :
    IsOrbitalSet 0
      ![![1 / 2, √2 / 2, 1 / 2], ![√2 / 2, 0, -(√2 / 2)], ![1 / 2, -(√2 / 2), 1 / 2]]
      ![√2, 0, -√2] := by
  have hr : 0 ≤ √(2 : ℝ) := Real.sqrt_nonneg 2
  have hr2 : √(2 : ℝ) * √2 = 2 := Real.mul_self_sqrt (by norm_num)
  generalize √(2 : ℝ) = r at hr hr2 ⊢
  refine ⟨fun k l => ?_, fun k => ?_, fun k => ?_⟩
  · fin_cases k <;> fin_cases l <;> simp [dotProduct, Fin.sum_univ_three] <;> nlinarith
  · ext i
    fin_cases k <;> fin_cases i <;>
      simp [hamiltonian, Matrix.mulVec, dotProduct, Fin.sum_univ_three] <;> nlinarith
  · fin_cases k <;> simp <;> linarith

end

end RundlePimentel
```

The theorems all assume an orbital set, and this one exhibits a concrete example at \(x=0\):

\[
\bigl(\tfrac12,\tfrac{\sqrt2}{2},\tfrac12\bigr),\qquad
\bigl(\tfrac{\sqrt2}{2},0,-\tfrac{\sqrt2}{2}\bigr),\qquad
\bigl(\tfrac12,-\tfrac{\sqrt2}{2},\tfrac12\bigr),
\]

with eigenvalues \(\sqrt2\), \(0\) and \(-\sqrt2\). These are the bonding, non-bonding and antibonding orbitals of three equal atoms. The proof checks the dot products, the eigenvalue equations and the ordering case by case. For other values of \(x\), the existence of such a set follows from the spectral theorem for real symmetric matrices, a step the file does not carry out.

```lean
#print axioms RundlePimentel.bond_order_and_population
#print axioms RundlePimentel.bond_order_le
#print axioms RundlePimentel.central_population_decreases
#print axioms RundlePimentel.bond_order_population_relation
```

```
'RundlePimentel.bond_order_and_population' depends on axioms: [propext, Classical.choice, Quot.sound]
'RundlePimentel.bond_order_le' depends on axioms: [propext, Classical.choice, Quot.sound]
'RundlePimentel.central_population_decreases' depends on axioms: [propext, Classical.choice, Quot.sound]
'RundlePimentel.bond_order_population_relation' depends on axioms: [propext, Classical.choice, Quot.sound]
```
